# For diagonal Ω ≥ g > 0 and symmetric coupling 0 ≤ K ≤ k, the eigenvalues of 1 + Ω⁻¹K are real and lie in [1, 1 + k/g]

The declaration `preconditioned_eigenvalue` concerns a finite real diagonal matrix Ω, with all entries at least g > 0, and a real symmetric coupling K whose quadratic form lies between 0 and k times the squared norm of the vector. It states that every complex eigenvalue μ of 1 + Ω⁻¹K is real and lies between 1 and 1 + k/g; the eigenvector z need only be nonzero, not normalised. The proof writes z = x + iy and multiplies the eigenvalue equation by Ω, which gives (Ω + K)z = μΩz. With S = x·Ωx + y·Ωy and Q = x·Kx + y·Ky, it then seeks the two relations Im μ · S = 0 and Re μ − 1 = Q/S. Since S > 0, the first makes μ real, and the bounds on Ω and K place Q/S between 0 and k/g.

The failing Lean file:

```lean
import Mathlib

open Matrix

namespace PreconditionedEigenvalue

noncomputable section

variable {n : Type*} [Fintype n] [DecidableEq n]

/-- The coupling matrix `K` is symmetric and satisfies `0 ≤ K ≤ k` as a quadratic form. -/
def CouplingBound (K : Matrix n n ℝ) (k : ℝ) : Prop :=
  K.IsSymm ∧ ∀ x : n → ℝ, 0 ≤ x ⬝ᵥ K *ᵥ x ∧ x ⬝ᵥ K *ᵥ x ≤ k * (x ⬝ᵥ x)

/-- The matrix `Ω + K` multiplied from the left by the inverse of `Ω = diag(ω)`, `1 + Ω⁻¹ K`; its
domain is the diagonals `ω` without a zero entry. -/
def preconditioned (ω : n → ℝ) (K : Matrix n n ℝ) : Matrix n n ℝ :=
  1 + (diagonal ω)⁻¹ * K

omit [DecidableEq n] in
private theorem self_nonneg (x : n → ℝ) : 0 ≤ x ⬝ᵥ x :=
  Finset.sum_nonneg fun i _ => mul_self_nonneg (x i)

omit [DecidableEq n] in
private theorem self_pos {x : n → ℝ} (hx : x ≠ 0) : 0 < x ⬝ᵥ x :=
  lt_of_le_of_ne (self_nonneg x) fun h => hx (dotProduct_self_eq_zero.1 h.symm)

/-- For a diagonal `Ω` with all entries at least `g > 0` and a symmetric coupling `0 ≤ K ≤ k`,
every complex eigenvalue of `1 + Ω⁻¹ K` is real and lies in `[1, 1 + k/g]`. -/
theorem preconditioned_eigenvalue {ω : n → ℝ} {K : Matrix n n ℝ} {g k : ℝ} (hg : 0 < g)
    (hω : ∀ i, g ≤ ω i) (hK : CouplingBound K k) {μ : ℂ} {z : n → ℂ} (hz : z ≠ 0)
    (h : (preconditioned ω K).map Complex.ofReal *ᵥ z = μ • z) :
    μ.im = 0 ∧ 1 ≤ μ.re ∧ μ.re ≤ 1 + k / g := by
  have hP : diagonal ω * preconditioned ω K = diagonal ω + K := by
    have hu : IsUnit (diagonal ω).det := by
      rw [Matrix.det_diagonal, isUnit_iff_ne_zero]
      exact Finset.prod_ne_zero_iff.2 fun i _ => (hg.trans_le (hω i)).ne'
    rw [preconditioned, mul_add, mul_one, ← mul_assoc, Matrix.mul_nonsing_inv _ hu, one_mul]
  generalize preconditioned ω K = P at h hP
  -- real and imaginary parts of the eigenvector
  obtain ⟨x, hx⟩ : ∃ x : n → ℝ, x = fun i => (z i).re := ⟨_, rfl⟩
  obtain ⟨y, hy⟩ : ∃ y : n → ℝ, y = fun i => (z i).im := ⟨_, rfl⟩
  have ex : P *ᵥ x = μ.re • x - μ.im • y := by
    ext i
    have := congrArg Complex.re (congrFun h i)
    simpa [hx, hy, Matrix.mulVec, dotProduct, Complex.re_sum] using this
  have ey : P *ᵥ y = μ.re • y + μ.im • x := by
    ext i
    have := congrArg Complex.im (congrFun h i)
    simpa [hx, hy, Matrix.mulVec, dotProduct, Complex.im_sum] using this
  have fx := congrArg (fun w => diagonal ω *ᵥ w) ex
  have fy := congrArg (fun w => diagonal ω *ᵥ w) ey
  simp only [Matrix.mulVec_mulVec, hP, Matrix.add_mulVec, Matrix.mulVec_sub,
    Matrix.mulVec_add, Matrix.mulVec_smul] at fx fy
  have xx := congrArg (fun w => x ⬝ᵥ w) fx
  have yx := congrArg (fun w => y ⬝ᵥ w) fx
  have xy := congrArg (fun w => x ⬝ᵥ w) fy
  have yy := congrArg (fun w => y ⬝ᵥ w) fy
  simp only [dotProduct_add, dotProduct_sub, dotProduct_smul, smul_eq_mul] at xx yx xy yy
  have sym : ∀ B : Matrix n n ℝ, B.IsSymm → x ⬝ᵥ B *ᵥ y = y ⬝ᵥ B *ᵥ x := fun B hB => by
    rw [Matrix.dotProduct_mulVec, ← Matrix.mulVec_transpose, hB.eq, dotProduct_comm]
  have sK := sym K hK.1
  have sΩ := sym (diagonal ω) (Matrix.diagonal_transpose ω)
  have low : ∀ v : n → ℝ, g * (v ⬝ᵥ v) ≤ v ⬝ᵥ diagonal ω *ᵥ v := fun v => by
    simp only [dotProduct, Matrix.mulVec_diagonal, Finset.mul_sum]
    refine Finset.sum_le_sum fun i _ => ?_
    nlinarith [mul_nonneg (sub_nonneg.2 (hω i)) (mul_self_nonneg (v i))]
  have hN : 0 < x ⬝ᵥ x + y ⬝ᵥ y := by
    by_cases h0 : x = 0
    · have : y ≠ 0 := fun h1 => hz (funext fun i => Complex.ext
        (by simpa [hx] using congrFun h0 i) (by simpa [hy] using congrFun h1 i))
      linarith [self_nonneg x, self_pos this]
    · linarith [self_pos h0, self_nonneg y]
  obtain ⟨S, hS⟩ : ∃ S, S = x ⬝ᵥ diagonal ω *ᵥ x + y ⬝ᵥ diagonal ω *ᵥ y := ⟨_, rfl⟩
  obtain ⟨Q, hQ⟩ : ∃ Q, Q = x ⬝ᵥ K *ᵥ x + y ⬝ᵥ K *ᵥ y := ⟨_, rfl⟩
  have hSg : g * (x ⬝ᵥ x + y ⬝ᵥ y) ≤ S := by linarith [low x, low y]
  have hSpos : 0 < S := (mul_pos hg hN).trans_le hSg
  have hQ0 : 0 ≤ Q := by linarith [(hK.2 x).1, (hK.2 y).1]
  have hQk : Q ≤ k * (x ⬝ᵥ x + y ⬝ᵥ y) := by linarith [(hK.2 x).2, (hK.2 y).2]
  have hk : 0 ≤ k := nonneg_of_mul_nonneg_left (hQ0.trans hQk) hN
  -- the two scalar relations of the generalized eigenvalue problem
  have him : μ.im * S = 0 := by
    rw [hS]; linear_combination xy - yx - sK + (μ.re - 1) * sΩ
  have hre : μ.re - 1 = Q / S := by
    rw [eq_div_iff hSpos.ne', hS, hQ]
    linear_combination -xx - yy + μ.im * sΩ
  have hle : Q / S ≤ k / g := by
    rw [div_le_div_iff₀ hSpos hg]
    nlinarith [mul_le_mul_of_nonneg_left hSg hk, mul_le_mul_of_nonneg_left hQk hg.le]
  exact ⟨(mul_eq_zero.1 him).resolve_right hSpos.ne',
    by linarith [div_nonneg hQ0 hSpos.le], by linarith⟩

end

end PreconditionedEigenvalue
```

Compiling this gives:

```
Main.lean:83:13: error: ring failed, ring expressions not equal
n : Type u_1
inst✝¹ : Fintype n
inst✝ : DecidableEq n
ω : n → ℝ
K : Matrix n n ℝ
g k : ℝ
hg : 0 < g
hω : ∀ (i : n), g ≤ ω i
hK : CouplingBound K k
μ : ℂ
z : n → ℂ
hz : z ≠ 0
P : Matrix n n ℝ
h : P.map Complex.ofReal *ᵥ z = μ • z
hP : diagonal ω * P = diagonal ω + K
x : n → ℝ
hx : x = fun i => (z i).re
y : n → ℝ
hy : y = fun i => (z i).im
ex : P *ᵥ x = μ.re • x - μ.im • y
ey : P *ᵥ y = μ.re • y + μ.im • x
fx : diagonal ω *ᵥ x + K *ᵥ x = μ.re • diagonal ω *ᵥ x - μ.im • diagonal ω *ᵥ y
fy : diagonal ω *ᵥ y + K *ᵥ y = μ.re • diagonal ω *ᵥ y + μ.im • diagonal ω *ᵥ x
xx : x ⬝ᵥ diagonal ω *ᵥ x + x ⬝ᵥ K *ᵥ x = μ.re * x ⬝ᵥ diagonal ω *ᵥ x - μ.im * x ⬝ᵥ diagonal ω *ᵥ y
yx : y ⬝ᵥ diagonal ω *ᵥ x + y ⬝ᵥ K *ᵥ x = μ.re * y ⬝ᵥ diagonal ω *ᵥ x - μ.im * y ⬝ᵥ diagonal ω *ᵥ y
xy : x ⬝ᵥ diagonal ω *ᵥ y + x ⬝ᵥ K *ᵥ y = μ.re * x ⬝ᵥ diagonal ω *ᵥ y + μ.im * x ⬝ᵥ diagonal ω *ᵥ x
yy : y ⬝ᵥ diagonal ω *ᵥ y + y ⬝ᵥ K *ᵥ y = μ.re * y ⬝ᵥ diagonal ω *ᵥ y + μ.im * y ⬝ᵥ diagonal ω *ᵥ x
sym : ∀ (B : Matrix n n ℝ), B.IsSymm → x ⬝ᵥ B *ᵥ y = y ⬝ᵥ B *ᵥ x
sK : x ⬝ᵥ K *ᵥ y = y ⬝ᵥ K *ᵥ x
sΩ : x ⬝ᵥ diagonal ω *ᵥ y = y ⬝ᵥ diagonal ω *ᵥ x
low : ∀ (v : n → ℝ), g * v ⬝ᵥ v ≤ v ⬝ᵥ diagonal ω *ᵥ v
hN : 0 < x ⬝ᵥ x + y ⬝ᵥ y
S : ℝ
hS : S = x ⬝ᵥ diagonal ω *ᵥ x + y ⬝ᵥ diagonal ω *ᵥ y
Q : ℝ
hQ : Q = x ⬝ᵥ K *ᵥ x + y ⬝ᵥ K *ᵥ y
hSg : g * (x ⬝ᵥ x + y ⬝ᵥ y) ≤ S
hSpos : 0 < S
hQ0 : 0 ≤ Q
hQk : Q ≤ k * (x ⬝ᵥ x + y ⬝ᵥ y)
hk : 0 ≤ k
⊢ μ.im * x ⬝ᵥ diagonal ω *ᵥ x * 2 + μ.im * y ⬝ᵥ diagonal ω *ᵥ y * 2 = 0
```

The mended proof, as a diff:

```diff
@@ -81,5 +81,5 @@
   -- the two scalar relations of the generalized eigenvalue problem
   have him : μ.im * S = 0 := by
-    rw [hS]; linear_combination xy - yx - sK + (μ.re - 1) * sΩ
+    rw [hS]; linear_combination yx - xy + sK + (1 - μ.re) * sΩ
   have hre : μ.re - 1 = Q / S := by
     rw [eq_div_iff hSpos.ne', hS, hQ]
```

What went wrong. The error is one of sign, in the proof of `him`, whose goal is `μ.im * S = 0`. `linear_combination` subtracts the two sides of the combined equation from those of the goal and asks `ring1` to show that the result is zero.

In `xy - yx`, left side minus right, the terms in `μ.im` add up to −Im μ · S. The terms `- sK` and `(μ.re - 1) * sΩ` correctly cancel everything else, so the combination amounts to −Im μ · S = 0. Subtracting this from the goal doubles the expression instead of cancelling it, and that is the remainder in the message: `μ.im` times each of the two parts of S, with a factor 2.

The equation supplied is mathematically equivalent to the goal, but `ring1` proves only identities and does not use the hypotheses to show that the remainder vanishes. The repair reverses the sign of every term, giving `yx - xy + sK + (1 - μ.re) * sΩ`. The combination is now exactly Im μ · S = 0, and the difference from the goal is identically zero.
